# Ground-state amplitudes do not jump in a Landau energy with only diagonal quadratic and positive definite biquadratic terms when the quadratic coefficients vary

Take one order parameter $x$ with energy $ax^2+bx^4$ and $b>0$. In the variable $u=x^2\ge 0$ this is the parabola $au+bu^2$, whose minimum on the half-line lies at $u=\max(0,-a/(2b))$. Changing $a$ to $a'$ therefore moves $u$ by at most $|a-a'|/(2b)$, even across the transition at $a=0$. The energy is convex in the squared variable, although as a function of $x$ it has a double well for $a<0$.

The same mechanism works for finitely many order parameters with energy $\sum_i a_ix_i^2+\sum_{i,j}B_{ij}x_i^2x_j^2$ and fixed $B$, provided the quadratic form of $B$ is bounded below by a constant $c>0$ times the squared length. The squared components of the ground states then move by at most $\|a-a'\|/(2c)$ in Euclidean norm.

## Energy, ground states and stiffness

```lean
import Mathlib

open Filter Topology

namespace CoupledOrderParameters

noncomputable section

variable {ι : Type*} [Fintype ι]
```

The finite type `ι` labels the order parameters. A term of type `ι → ℝ` assigns a real number to each label, so it is a real vector.

```lean
/-- Landau energy of coupled order parameters `x`, with quadratic coefficients `a` and
quartic couplings `B`. -/
def landauEnergy (B : Matrix ι ι ℝ) (a x : ι → ℝ) : ℝ :=
  ∑ i, a i * x i ^ 2 + ∑ i, ∑ j, B i j * x i ^ 2 * x j ^ 2
```

This is the Landau energy
$$F_a(x)=\sum_i a_ix_i^2+\sum_{i,j}B_{ij}x_i^2x_j^2 .$$
The double sum runs over all ordered pairs, so for symmetric $B$ each coupling between different components is counted twice. The order parameters are real and uniform in space. Mixed quadratic terms $x_ix_j$ with $i\ne j$ and quartic terms other than those shown are absent. So are cubic, sixth-order and gradient terms, and fluctuations.

```lean
/-- A ground state is a global minimizer of the Landau energy. -/
def IsGroundState (B : Matrix ι ι ℝ) (a x : ι → ℝ) : Prop :=
  ∀ y, landauEnergy B a x ≤ landauEnergy B a y
```

A ground state is a global minimizer; a metastable local minimum does not qualify.

```lean
/-- The quadratic form of the coupling matrix is at least `c` times the squared length. -/
def StiffnessBound (B : Matrix ι ι ℝ) (c : ℝ) : Prop :=
  ∀ w : ι → ℝ, c * ∑ i, w i ^ 2 ≤ ∑ i, ∑ j, B i j * w i * w j
```

The condition reads $\sum_{i,j}B_{ij}w_iw_j\ge c\sum_i w_i^2$ for every real $w$. For symmetric $B$ it says that $B-cI$ is positive semidefinite, but symmetry is not required. Physically, it limits the competition between orders. For two components with diagonal entries $b_1,b_2>0$ and off-diagonal entry $g$, some $c>0$ exists exactly when $g^2<b_1b_2$. Stronger repulsion, $g>\sqrt{b_1b_2}$, allows a first-order switch from one order to the other. The isotropic quartic term $b(x_1^2+x_2^2)^2$ of a two-component vector has $g^2=b_1b_2$ and is excluded too.

```lean
/-- Euclidean norm of a vector of real components. -/
def euclideanNorm (v : ι → ℝ) : ℝ := √(∑ i, v i ^ 2)
```

This is $\|v\|=\sqrt{\sum_i v_i^2}$, written out because Mathlib's default norm on `ι → ℝ` is the largest absolute component.

## Growth of the energy away from a ground state

```lean
/-- If the squared order parameters are displaced by `t d`, the energy changes by a term
linear in `t` and a term quadratic in `t`. -/
theorem landauEnergy_segment (B : Matrix ι ι ℝ) (a x z d : ι → ℝ) (t : ℝ)
    (hz : ∀ i, z i ^ 2 = x i ^ 2 + t * d i) :
    landauEnergy B a z = landauEnergy B a x
      + t * (∑ i, a i * d i + ∑ i, ∑ j, B i j * (x i ^ 2 * d j + d i * x j ^ 2))
      + t ^ 2 * ∑ i, ∑ j, B i j * d i * d j := by
  have h1 : ∑ i, a i * (x i ^ 2 + t * d i)
      = ∑ i, a i * x i ^ 2 + t * ∑ i, a i * d i := by
    rw [Finset.mul_sum, ← Finset.sum_add_distrib]
    exact Finset.sum_congr rfl fun i _ => by ring
  have h2 : ∑ i, ∑ j, B i j * (x i ^ 2 + t * d i) * (x j ^ 2 + t * d j)
      = ∑ i, ∑ j, B i j * x i ^ 2 * x j ^ 2
        + t * ∑ i, ∑ j, B i j * (x i ^ 2 * d j + d i * x j ^ 2)
        + t ^ 2 * ∑ i, ∑ j, B i j * d i * d j := by
    simp only [Finset.mul_sum, ← Finset.sum_add_distrib]
    exact Finset.sum_congr rfl fun i _ => Finset.sum_congr rfl fun j _ => by ring
  simp only [landauEnergy, hz]
  rw [h1, h2]
  ring
```

Suppose that the squared components of $z$ are $z_i^2=x_i^2+t\,d_i$. Multiplying out gives
$$F_a(z)=F_a(x)+tL+t^2Q,$$
$$L=\sum_i a_id_i+\sum_{i,j}B_{ij}(x_i^2d_j+d_ix_j^2),\qquad Q=\sum_{i,j}B_{ij}d_id_j .$$
The expansion is exact. The proof expands the two sums separately, in `h1` and `h2`, and `ring` does the algebra term by term.

```lean
/-- The energy of any configuration exceeds that of a ground state by at least the quartic
form evaluated on the difference of the squared order parameters. -/
theorem energy_growth {B : Matrix ι ι ℝ} {a x : ι → ℝ} (hx : IsGroundState B a x)
    (y : ι → ℝ) :
    landauEnergy B a x
      + ∑ i, ∑ j, B i j * (y i ^ 2 - x i ^ 2) * (y j ^ 2 - x j ^ 2)
      ≤ landauEnergy B a y := by
  have seg := fun (z : ι → ℝ) (t : ℝ) =>
    landauEnergy_segment B a x z (fun i => y i ^ 2 - x i ^ 2) t
  have hy := seg y 1 (fun i => by ring)
  generalize hL : (∑ i, a i * (y i ^ 2 - x i ^ 2) + ∑ i, ∑ j, B i j *
    (x i ^ 2 * (y j ^ 2 - x j ^ 2) + (y i ^ 2 - x i ^ 2) * x j ^ 2)) = L at seg hy
  generalize hQ : (∑ i, ∑ j, B i j * (y i ^ 2 - x i ^ 2) * (y j ^ 2 - x j ^ 2)) = Q
    at seg hy ⊢
  -- minimality along the segment joining the squared order parameters
  have hmin : ∀ t : ℝ, 0 ≤ t → t ≤ 1 → 0 ≤ t * L + t ^ 2 * Q := by
    intro t h0 h1
    have hz := seg (fun i => √(x i ^ 2 + t * (y i ^ 2 - x i ^ 2))) t (fun i => by
      apply Real.sq_sqrt
      have e1 := mul_nonneg (sub_nonneg.mpr h1) (sq_nonneg (x i))
      have e2 := mul_nonneg h0 (sq_nonneg (y i))
      linarith)
    have hm := hx (fun i => √(x i ^ 2 + t * (y i ^ 2 - x i ^ 2)))
    linarith
  -- a negative slope would lower the energy for a small displacement
  have hL0 : 0 ≤ L := by
    by_contra hneg
    have hlt : L < 0 := not_le.mp hneg
    have hD : 0 < |Q| - L := by linarith [abs_nonneg Q]
    have ht : 0 < -L / (|Q| - L) := div_pos (by linarith) hD
    have ht1 : -L / (|Q| - L) ≤ 1 := by
      rw [div_le_one hD]
      linarith [abs_nonneg Q]
    have htD : -L / (|Q| - L) * (|Q| - L) = -L := div_mul_cancel₀ _ hD.ne'
    have hm := hmin _ ht.le ht1
    generalize -L / (|Q| - L) = t at ht ht1 htD hm
    have h3 : 0 ≤ L + t * Q := by
      refine nonneg_of_mul_nonneg_right (a := t) ?_ ht
      linarith [show t * (L + t * Q) = t * L + t ^ 2 * Q by ring]
    have h4 : t * Q ≤ t * |Q| := mul_le_mul_of_nonneg_left (le_abs_self Q) ht.le
    have h5 : t * L < 0 := mul_neg_of_pos_of_neg ht hlt
    linarith [show t * (|Q| - L) = t * |Q| - t * L by ring]
  linarith
```

The claim is $F_a(y)\ge F_a(x)+Q$ for a ground state $x$ and any $y$, with $d_i=y_i^2-x_i^2$. By hand:

1. For $0\le t\le1$ the numbers $(1-t)x_i^2+ty_i^2$ are nonnegative, so they are the squared components of a real configuration.
2. Minimality of $x$ gives $tL+t^2Q\ge0$ on this interval (`hmin`).
3. Dividing by $t>0$ and letting $t\to0$ gives $L\ge0$ (`hL0`).
4. At $t=1$, $F_a(y)=F_a(x)+L+Q\ge F_a(x)+Q$.

In step 3 Lean avoids the limit. If $L<0$, it takes $t=-L/(|Q|-L)$, which lies in $(0,1]$ and satisfies $L+t|Q|=tL$. Hence $L+tQ\le tL<0$, which contradicts step 2.

The argument turns on `Real.sq_sqrt`, which returns from squared components to a configuration. It states $(\sqrt r)^2=r$, but only when given a proof of $0\le r$, because Lean's square root is defined for every real number and is zero on negative ones. The terms `e1` and `e2` supply that proof: they are $(1-t)x_i^2\ge0$ and $ty_i^2\ge0$.

A shorter derivation suggests itself and fails: set $a_i+2\sum_jB_{ij}x_j^2=0$ for every $i$ (with $B$ symmetric), do the same for $a'$, and subtract. Where $x_i=0$, stationarity in $x_i$ holds automatically and the left side may be positive. The inequality $L\ge0$ covers vanishing and nonvanishing components together.

## The stability bound

```lean
/-- The squared order parameters of two ground states differ in Euclidean norm by at most
the norm of the change of the quadratic coefficients divided by `2c`. -/
theorem groundState_stability {B : Matrix ι ι ℝ} {c : ℝ} (hc : 0 < c)
    (hB : StiffnessBound B c) {a a' x y : ι → ℝ}
    (hx : IsGroundState B a x) (hy : IsGroundState B a' y) :
    euclideanNorm (fun i => x i ^ 2 - y i ^ 2)
      ≤ euclideanNorm (fun i => a i - a' i) / (2 * c) := by
  have g1 := energy_growth hx y
  have g2 := energy_growth hy x
  have s1 : c * ∑ i, (y i ^ 2 - x i ^ 2) ^ 2 ≤ _ := hB (fun i => y i ^ 2 - x i ^ 2)
  have s2 : c * ∑ i, (x i ^ 2 - y i ^ 2) ^ 2 ≤ _ := hB (fun i => x i ^ 2 - y i ^ 2)
  have hs : ∑ i, (y i ^ 2 - x i ^ 2) ^ 2 = ∑ i, (x i ^ 2 - y i ^ 2) ^ 2 :=
    Finset.sum_congr rfl fun i _ => by ring
  rw [hs] at s1
  -- the quartic energies cancel when the two growth inequalities are added
  have hd : ∑ i, (a' i - a i) * (x i ^ 2 - y i ^ 2)
      = (landauEnergy B a y - landauEnergy B a x)
        + (landauEnergy B a' x - landauEnergy B a' y) := by
    have e : ∑ i, (a' i - a i) * (x i ^ 2 - y i ^ 2)
        = ∑ i, a i * y i ^ 2 - ∑ i, a i * x i ^ 2
          + (∑ i, a' i * x i ^ 2 - ∑ i, a' i * y i ^ 2) := by
      rw [← Finset.sum_sub_distrib, ← Finset.sum_sub_distrib, ← Finset.sum_add_distrib]
      exact Finset.sum_congr rfl fun i _ => by ring
    rw [e]
    simp only [landauEnergy]
    ring
  have cs := Real.sum_mul_le_sqrt_mul_sqrt Finset.univ
    (fun i => a' i - a i) (fun i => x i ^ 2 - y i ^ 2)
  have ha : ∑ i, (a' i - a i) ^ 2 = ∑ i, (a i - a' i) ^ 2 :=
    Finset.sum_congr rfl fun i _ => by ring
  simp only [ha] at cs
  have hr : √(∑ i, (x i ^ 2 - y i ^ 2) ^ 2) ^ 2 = ∑ i, (x i ^ 2 - y i ^ 2) ^ 2 :=
    Real.sq_sqrt (Finset.sum_nonneg fun i _ => sq_nonneg _)
  unfold euclideanNorm
  rw [le_div_iff₀ (by positivity)]
  rcases (Real.sqrt_nonneg (∑ i, (x i ^ 2 - y i ^ 2) ^ 2)).eq_or_lt with h0 | hpos
  · rw [← h0, zero_mul]
    exact Real.sqrt_nonneg _
  · refine le_of_mul_le_mul_right ?_ hpos
    calc _ = 2 * (c * √(∑ i, (x i ^ 2 - y i ^ 2) ^ 2) ^ 2) := by ring
      _ ≤ _ := by rw [hr]; linarith
```

Let $x$ be a ground state for $a$ and $y$ one for $a'$, and put $\delta_i=x_i^2-y_i^2$. The growth inequality, used once from each side (`g1`, `g2`), and the stiffness bound (`s1`, `s2`) give
$$2c\|\delta\|^2\le [F_a(y)-F_a(x)]+[F_{a'}(x)-F_{a'}(y)].$$
The quartic terms cancel on the right, which leaves (`hd`)
$$\sum_i(a'_i-a_i)\delta_i\le\|a-a'\|\,\|\delta\|$$
by Cauchy–Schwarz (`cs`). If $\|\delta\|>0$, division by $2c\|\delta\|$ gives
$$\|\delta\|\le\frac{\|a-a'\|}{2c};$$
if $\|\delta\|=0$, the bound is immediate. The `rcases` line separates these two cases.

In a numerical sweep of $a$ for such a finite, fourth-order model with fixed $B$, a change that exceeds this bound by more than numerical error shows that at least one of the two configurations found is not a ground state. That configuration is not a local minimum either: the energy is convex in the squared components, so every local minimum is global. It may be a saddle point, for instance with a component stuck at zero, or the search may have stopped too early.

```lean
/-- Each squared order parameter changes by at most the norm of the change of the
quadratic coefficients divided by `2c`. -/
theorem component_stability {B : Matrix ι ι ℝ} {c : ℝ} (hc : 0 < c)
    (hB : StiffnessBound B c) {a a' x y : ι → ℝ}
    (hx : IsGroundState B a x) (hy : IsGroundState B a' y) (i : ι) :
    |x i ^ 2 - y i ^ 2| ≤ euclideanNorm (fun i => a i - a' i) / (2 * c) :=
  (Real.abs_le_sqrt (Finset.single_le_sum (f := fun i => (x i ^ 2 - y i ^ 2) ^ 2)
    (fun _ _ => sq_nonneg _) (Finset.mem_univ i))).trans (groundState_stability hc hB hx hy)
```

Since $|\delta_i|\le\|\delta\|$, each squared component obeys the same bound.

## Existence and continuity of the amplitudes

```lean
/-- With a positive stiffness bound, a ground state exists for all quadratic coefficients. -/
theorem exists_groundState {B : Matrix ι ι ℝ} {c : ℝ} (hc : 0 < c)
    (hB : StiffnessBound B c) (a : ι → ℝ) : ∃ x, IsGroundState B a x := by
  obtain ⟨S, hS⟩ : ∃ S, S = ∑ i, a i ^ 2 / (2 * c) := ⟨_, rfl⟩
  have hS0 : 0 ≤ S := hS ▸ Finset.sum_nonneg fun i _ => by positivity
  obtain ⟨R, hR1, hRS⟩ : ∃ R : ℝ, 1 ≤ R ∧ S ≤ c / 2 * R := by
    refine ⟨1 + 2 * S / c, by linarith [show 0 ≤ 2 * S / c by positivity], ?_⟩
    have e : c / 2 * (1 + 2 * S / c) = c / 2 + S := by field_simp
    linarith
  have hcont : Continuous (landauEnergy B a) := by
    unfold landauEnergy
    fun_prop
  have h0mem : (0 : ι → ℝ) ∈ Set.Icc (fun _ : ι => -R) (fun _ => R) :=
    ⟨fun _ => by simp only [Pi.zero_apply]; linarith,
      fun _ => by simp only [Pi.zero_apply]; linarith⟩
  obtain ⟨x, -, hmin⟩ := isCompact_Icc.exists_isMinOn ⟨0, h0mem⟩ hcont.continuousOn
  refine ⟨x, fun y => ?_⟩
  by_cases hy : ∀ k, |y k| ≤ R
  · exact hmin ⟨fun k => (abs_le.mp (hy k)).1, fun k => (abs_le.mp (hy k)).2⟩
  -- outside a large box the energy is at least that of the disordered state
  obtain ⟨k, hk⟩ := not_forall.mp hy
  have hk' : R < |y k| := not_le.mp hk
  have h1 : R ≤ y k ^ 2 := by
    rw [← sq_abs]
    nlinarith
  have h2 : R ≤ (y k ^ 2) ^ 2 := by nlinarith
  have h3 : (y k ^ 2) ^ 2 ≤ ∑ i, (y i ^ 2) ^ 2 :=
    Finset.single_le_sum (f := fun i => (y i ^ 2) ^ 2)
      (fun _ _ => sq_nonneg _) (Finset.mem_univ k)
  have h4 : c / 2 * R ≤ c / 2 * ∑ i, (y i ^ 2) ^ 2 :=
    mul_le_mul_of_nonneg_left (h2.trans h3) (by positivity)
  have h5 : c / 2 * ∑ i, (y i ^ 2) ^ 2
      ≤ ∑ i, a i * y i ^ 2 + c * ∑ i, (y i ^ 2) ^ 2 + S := by
    rw [hS, Finset.mul_sum, Finset.mul_sum, ← Finset.sum_add_distrib,
      ← Finset.sum_add_distrib]
    refine Finset.sum_le_sum fun i _ => ?_
    have e : a i * y i ^ 2 + c * (y i ^ 2) ^ 2 + a i ^ 2 / (2 * c)
        - c / 2 * (y i ^ 2) ^ 2 = (c * y i ^ 2 + a i) ^ 2 / (2 * c) := by
      field_simp
      ring
    have : 0 ≤ (c * y i ^ 2 + a i) ^ 2 / (2 * c) := by positivity
    linarith
  have h6 : c * ∑ i, (y i ^ 2) ^ 2 ≤ ∑ i, ∑ j, B i j * y i ^ 2 * y j ^ 2 :=
    hB (fun i => y i ^ 2)
  have h7 : landauEnergy B a x ≤ landauEnergy B a 0 := hmin h0mem
  have h8 : landauEnergy B a 0 = 0 := by simp [landauEnergy]
  have h9 : 0 ≤ landauEnergy B a y := by
    unfold landauEnergy
    linarith
  linarith
```

A ground state exists for every $a$. With $S=\sum_i a_i^2/(2c)$, completing the square and using the stiffness bound gives
$$F_a(y)\ge\frac c2\sum_i y_i^4-S .$$
Choose $R\ge1$ with $S\le cR/2$. The continuous energy has a minimum $x$ on the compact box $|x_i|\le R$. Outside the box some $|y_k|>R$, so $y_k^4\ge R$ and $F_a(y)\ge0=F_a(0)\ge F_a(x)$. The box minimum is therefore global.

```lean
/-- The ground states are fixed up to the signs of their components by amplitudes that
depend continuously on the quadratic coefficients. -/
theorem amplitudes_continuous {B : Matrix ι ι ℝ} {c : ℝ} (hc : 0 < c)
    (hB : StiffnessBound B c) :
    ∃ m : (ι → ℝ) → ι → ℝ, Continuous m ∧ ∀ a, IsGroundState B a (m a) ∧
      ∀ x, IsGroundState B a x ↔ ∀ i, |x i| = m a i := by
  choose X hX using exists_groundState hc hB
  have hE : ∀ a x, (∀ i, x i ^ 2 = X a i ^ 2) → IsGroundState B a x := by
    intro a x h y
    have e : landauEnergy B a x = landauEnergy B a (X a) := by
      simp only [landauEnergy, h]
    rw [e]
    exact hX a y
  refine ⟨fun a i => |X a i|, ?_, fun a => ⟨hE a _ fun i => sq_abs _, fun x => ⟨?_, ?_⟩⟩⟩
  · refine continuous_pi fun i => ?_
    have hsq : Continuous (fun a => X a i ^ 2) := by
      refine continuous_iff_continuousAt.mpr fun a => ?_
      refine tendsto_iff_dist_tendsto_zero.mpr ?_
      have hn : Continuous (fun b : ι → ℝ =>
          euclideanNorm (fun i => b i - a i) / (2 * c)) := by
        unfold euclideanNorm
        fun_prop
      have hlim := hn.tendsto a
      have hz : euclideanNorm (fun i => a i - a i) / (2 * c) = 0 := by
        simp [euclideanNorm]
      rw [hz] at hlim
      refine squeeze_zero (fun _ => dist_nonneg) (fun b => ?_) hlim
      rw [Real.dist_eq]
      exact component_stability hc hB (hX b) (hX a) i
    simpa only [Real.sqrt_sq_eq_abs] using hsq.sqrt
  · intro hx i
    have h := component_stability hc hB hx (hX a) i
    have hz : euclideanNorm (fun i => a i - a i) / (2 * c) = 0 := by
      simp [euclideanNorm]
    rw [hz] at h
    exact (sq_eq_sq_iff_abs_eq_abs _ _).mp
      (sub_eq_zero.mp (abs_eq_zero.mp (le_antisymm h (abs_nonneg _))))
  · intro h
    exact hE a x fun i => (sq_eq_sq_iff_abs_eq_abs _ _).mpr (h i)
```

There is a continuous map $a\mapsto m(a)$ such that $x$ is a ground state for $a$ exactly when $|x_i|=m_i(a)$ for all $i$. This is the precise sense in which no order parameter jumps: amplitudes are continuous, while signs remain free.

The proof picks a ground state $X(a)$ for each $a$ with `choose` and sets $m_i(a)=|X_i(a)|$. Taking $a'=a$ in the component bound gives uniqueness of the amplitudes. Letting $a'\to a$ gives continuity of the squares, and the square root preserves it. The linear bound itself does not pass to the amplitudes: in the one-component case $|x|=\sqrt{-a/(2b)}$ has infinite slope as $a\to0^-$.

## Equality for decoupled order parameters

```lean
/-- For the coupling matrix `c` times the identity, any two configurations are ground states
for suitable quadratic coefficients, and the stability bound holds with equality. -/
theorem stability_sharp [DecidableEq ι] {c : ℝ} (hc : 0 < c) (x y : ι → ℝ) :
    StiffnessBound (c • (1 : Matrix ι ι ℝ)) c ∧
    IsGroundState (c • (1 : Matrix ι ι ℝ)) (fun i => -2 * c * x i ^ 2) x ∧
    IsGroundState (c • (1 : Matrix ι ι ℝ)) (fun i => -2 * c * y i ^ 2) y ∧
    euclideanNorm (fun i => x i ^ 2 - y i ^ 2)
      = euclideanNorm (fun i => -2 * c * x i ^ 2 - -2 * c * y i ^ 2) / (2 * c) := by
  have hq : ∀ w : ι → ℝ, ∑ i, ∑ j, (c • (1 : Matrix ι ι ℝ)) i j * w i * w j
      = c * ∑ i, w i ^ 2 := by
    intro w
    simp only [Matrix.smul_apply, Matrix.one_apply, smul_eq_mul, mul_ite, mul_one,
      mul_zero, ite_mul, zero_mul, Finset.sum_ite_eq, Finset.mem_univ, if_true,
      Finset.mul_sum]
    exact Finset.sum_congr rfl fun i _ => by ring
  -- completing the square in the squared order parameters
  have hg : ∀ z : ι → ℝ,
      IsGroundState (c • (1 : Matrix ι ι ℝ)) (fun i => -2 * c * z i ^ 2) z := by
    intro z v
    have h : ∀ u : ι → ℝ, ∑ i, ∑ j, (c • (1 : Matrix ι ι ℝ)) i j * u i ^ 2 * u j ^ 2
        = c * ∑ i, (u i ^ 2) ^ 2 := fun u => hq (fun i => u i ^ 2)
    simp only [landauEnergy]
    rw [h z, h v, Finset.mul_sum, Finset.mul_sum, ← Finset.sum_add_distrib,
      ← Finset.sum_add_distrib]
    refine Finset.sum_le_sum fun i _ => ?_
    nlinarith [mul_nonneg hc.le (sq_nonneg (v i ^ 2 - z i ^ 2))]
  refine ⟨fun w => (hq w).ge, hg x, hg y, ?_⟩
  have e : ∑ i, (-2 * c * x i ^ 2 - -2 * c * y i ^ 2) ^ 2
      = (2 * c) ^ 2 * ∑ i, (x i ^ 2 - y i ^ 2) ^ 2 := by
    rw [Finset.mul_sum]
    exact Finset.sum_congr rfl fun i _ => by ring
  unfold euclideanNorm
  rw [e, Real.sqrt_mul (sq_nonneg _), Real.sqrt_sq (by positivity),
    eq_div_iff (by positivity)]
  ring

end

end CoupledOrderParameters
```

For $B=cI$ and $a_i=-2cz_i^2$,
$$F_a(v)=c\sum_i(v_i^2-z_i^2)^2-c\sum_i z_i^4,$$
so $z$ is a ground state. Applying this to $z=x$ and $z=y$ gives coefficient vectors whose difference has components $-2c(x_i^2-y_i^2)$, and the stability bound becomes an equality. With at least one order parameter, no factor smaller than $1/(2c)$ therefore works for every $B$ satisfying the stiffness bound with this $c$.

```lean
#print axioms CoupledOrderParameters.exists_groundState
-- 'CoupledOrderParameters.exists_groundState' depends on axioms: [propext, Classical.choice, Quot.sound]
#print axioms CoupledOrderParameters.amplitudes_continuous
-- 'CoupledOrderParameters.amplitudes_continuous' depends on axioms: [propext, Classical.choice, Quot.sound]
#print axioms CoupledOrderParameters.stability_sharp
-- 'CoupledOrderParameters.stability_sharp' depends on axioms: [propext, Classical.choice, Quot.sound]
```
